# The Pople–Nesbet matrix is the density derivative of the unrestricted Hartree–Fock energy in a finite real basis

Which changes of the alpha density count when I differentiate the unrestricted Hartree–Fock energy: arbitrary matrices, symmetric ones, or only those that keep the density a projector? With $T=D_a+D_b$, the energy is

$$E=\mathrm{tr}(hT)+\tfrac12\mathrm{tr}(T\,J(T))-\tfrac12\mathrm{tr}(D_aK(D_a))-\tfrac12\mathrm{tr}(D_bK(D_b)),$$

where $h$ is the one-electron matrix and $J$, $K$ are the Coulomb and exchange matrices. I expect its derivative along $D_a+tX$ to be $\mathrm{tr}(F_aX)$ with $F_a=h+J(T)-K(D_a)$, and $F_a$ to become $h+J(T)-\tfrac12K(T)$ when $D_a=D_b$. I would like a rigorous proof of this, checked by machine.

## Every matrix is an allowed direction

Let $X$ be any real matrix. The energy is a polynomial in the density entries, so its derivative needs no constraint on them. The derivative formula uses the symmetries of the integrals, but not symmetry of $h$, the densities or $X$. Symmetry of the matrices enters below, where only symmetric directions are tested and one asks whether $F_a$ is the only symmetric matrix that gives those derivatives.

Write $(pq|rs)$ for the two-electron integrals and set

$$J(D)_{pq}=\sum_{rs}(pq|rs)D_{rs},\qquad K(D)_{pq}=\sum_{rs}(pr|qs)D_{rs}.$$

Both are linear in $D$. The integrals satisfy $(pq|rs)=(qp|rs)$ and $(pq|rs)=(rs|pq)$, which together give the reversal $(pq|rs)=(sr|qp)$. Hence, for any matrices $A$ and $B$,

$$\mathrm{tr}(AJ(B))=\sum_{pqrs}A_{pq}(qp|rs)B_{rs}=\sum_{pqrs}B_{rs}(sr|pq)A_{pq}=\mathrm{tr}(BJ(A)),$$

$$\mathrm{tr}(AK(B))=\sum_{pqrs}A_{pq}(qr|ps)B_{rs}=\sum_{pqrs}B_{rs}(sp|rq)A_{pq}=\mathrm{tr}(BK(A)).$$

Now replace $D_a$ by $D_a+tX$, so that $T$ becomes $T+tX$. The one-electron term gains $t\,\mathrm{tr}(hX)$. The Coulomb term gains

$$\tfrac t2\left[\mathrm{tr}(XJ(T))+\mathrm{tr}(TJ(X))\right]+\tfrac{t^2}2\mathrm{tr}(XJ(X))=t\,\mathrm{tr}(J(T)X)+\tfrac{t^2}2\mathrm{tr}(XJ(X)).$$

The alpha exchange term changes in the same way, with $K$, $D_a$ and a minus sign, and the beta exchange term stays fixed. Therefore

$$E(t)=E(0)+t\,\mathrm{tr}(F_aX)+\tfrac{t^2}2\left[\mathrm{tr}(XJ(X))-\mathrm{tr}(XK(X))\right],$$

and $E'(0)=\mathrm{tr}(F_aX)$. Exchanging the spins gives $F_b=h+J(T)-K(D_b)$.

For uniqueness, let $h$ and $D_a$ be symmetric. The first integral symmetry makes $J(T)$ symmetric. For exchange,

$$K(D_a)_{qp}=\sum_{rs}(qr|ps)(D_a)_{rs}=\sum_{rs}(ps|qr)(D_a)_{sr}=K(D_a)_{pq},$$

so $F_a$ is symmetric. If another symmetric matrix $G$ gives the same derivatives along all symmetric directions, choose $X=G-F_a$. Then $0=\mathrm{tr}(X^2)=\sum_{ij}X_{ij}^2$, so $G=F_a$. With two or more orbitals the symmetry of $G$ cannot be dropped: adding a nonzero antisymmetric matrix $A$ to $F_a$ changes no derivative along a symmetric $X$, since $\mathrm{tr}(AX)=0$.

If $D_a=D_b$, then $T=2D_a$ and $K(D_a)=\tfrac12K(T)$, which gives the closed-shell matrix.

## One orbital, then two

With one orbital, let $U=(11|11)$ and let $a$, $b$ be the two spin densities. The energy is $h(a+b)+Uab$, and its derivative with respect to $a$ is $h+Ub$. The formula agrees: $h+U(a+b)-Ua=h+Ub$. The interaction of a spin density with itself has cancelled.

With two orbitals, I test the algebra on an array that has the required symmetries but is not the set of Coulomb integrals of any two real orbitals. Take $(pq|rs)=S_{pq}S_{rs}$ and

$$S=\begin{pmatrix}2&1\\1&3\end{pmatrix},\quad h=\begin{pmatrix}-8&-1\\-1&-9\end{pmatrix},\quad D_a=\begin{pmatrix}1&0\\0&0\end{pmatrix},\quad D_b=\begin{pmatrix}0&0\\0&1\end{pmatrix}.$$

Here $J(D)=\mathrm{tr}(SD)\,S$ and $K(D)=SDS$, so

$$F_a=h+5S-\begin{pmatrix}4&2\\2&1\end{pmatrix}=\begin{pmatrix}-2&2\\2&5\end{pmatrix}.$$

Along $X=\begin{pmatrix}0&1\\1&0\end{pmatrix}$ the energy is

$$(-17-2t)+\tfrac12(5+2t)^2-(2+4t+7t^2)-\tfrac92=-11+4t-5t^2.$$

Its slope at zero is $4=\mathrm{tr}(F_aX)$. This is twice the off-diagonal element of $F_a$, because two density entries move together.

## What the Lean statements say

The finite type `n` labels the real basis functions, and `g p q r s` stands for $(pq|rs)$. `Eightfold g` assumes the two generating symmetries. Physically, they express that real orbitals commute in a product and that the repulsion is unchanged when the two electrons are relabelled. `eightfold_witness` verifies them for the two-orbital array above.

`energy` is the trace expression $E$, without nuclear repulsion. `fock h g D D'` serves both spins, with the density of the same spin first. `hasDerivAt_energy_alpha` and `hasDerivAt_energy_beta` state the two derivatives at $t=0$ for all real matrices `h`, `Da`, `Db` and `X`. `fock_unique` adds the symmetry assumptions and is an equivalence. `fock_closed_shell` needs only `Da = Db`.

The integrals are not computed from orbitals. Idempotency, electron number and self-consistency do not enter, so $F_a$ is the unconstrained derivative and need not vanish at a Hartree–Fock solution.

```lean
import Mathlib

open Matrix

namespace PopleNesbet

noncomputable section

/-- The eightfold permutation symmetry of real two-electron integrals `g p q r s = (pq|rs)`,
given by two generating permutations. -/
structure Eightfold {n : Type*} (g : n → n → n → n → ℝ) : Prop where
  left : ∀ p q r s, g p q r s = g q p r s
  pair : ∀ p q r s, g p q r s = g r s p q

variable {n : Type*} [Fintype n]

/-- The Coulomb matrix `J(D)`, with entries `∑ (pq|rs) D r s`. -/
def coulomb (g : n → n → n → n → ℝ) (D : Matrix n n ℝ) : Matrix n n ℝ :=
  Matrix.of fun p q => ∑ r, ∑ s, g p q r s * D r s

/-- The exchange matrix `K(D)`, with entries `∑ (pr|qs) D r s`. -/
def exchange (g : n → n → n → n → ℝ) (D : Matrix n n ℝ) : Matrix n n ℝ :=
  Matrix.of fun p q => ∑ r, ∑ s, g p r q s * D r s

/-- The unrestricted Hartree-Fock energy of the spin densities `Da` and `Db`. -/
def energy (h : Matrix n n ℝ) (g : n → n → n → n → ℝ) (Da Db : Matrix n n ℝ) : ℝ :=
  trace (h * (Da + Db)) + trace ((Da + Db) * coulomb g (Da + Db)) / 2
    - trace (Da * exchange g Da) / 2 - trace (Db * exchange g Db) / 2

/-- The Pople-Nesbet Fock matrix `h + J(D + D') - K(D)` of one spin, where `D` is the density
of that spin and `D'` the density of the other. -/
def fock (h : Matrix n n ℝ) (g : n → n → n → n → ℝ) (D D' : Matrix n n ℝ) : Matrix n n ℝ :=
  h + coulomb g (D + D') - exchange g D

/-- The Coulomb and exchange matrices respond linearly to a change of the density. -/
theorem coulomb_exchange_linear (g : n → n → n → n → ℝ) (D X : Matrix n n ℝ) (t : ℝ) :
    coulomb g (D + t • X) = coulomb g D + t • coulomb g X ∧
      exchange g (D + t • X) = exchange g D + t • exchange g X := by
  constructor
  all_goals
    ext p q
    simp only [coulomb, exchange, Matrix.of_apply, Matrix.add_apply, Matrix.smul_apply,
      smul_eq_mul, Finset.mul_sum, ← Finset.sum_add_distrib]
    exact Finset.sum_congr rfl fun r _ => Finset.sum_congr rfl fun s _ => by ring

/-- Reciprocity: for integrals with eightfold symmetry, the Coulomb interaction of `A` with `B`
equals that of `B` with `A`, and the same holds for exchange. -/
theorem reciprocity {g : n → n → n → n → ℝ} (hg : Eightfold g) (A B : Matrix n n ℝ) :
    trace (A * coulomb g B) = trace (B * coulomb g A) ∧
      trace (A * exchange g B) = trace (B * exchange g A) := by
  -- reversing the order of all four indices is one of the eight symmetries
  have rev : ∀ p q r s, g p q r s = g s r q p := fun p q r s =>
    (hg.pair p q r s).trans <| (hg.left r s p q).trans <| (hg.pair s r p q).trans <|
      (hg.left p q s r).trans (hg.pair q p s r)
  have swap : ∀ f : n → n → n → n → ℝ,
      ∑ p, ∑ q, ∑ r, ∑ s, f p q r s = ∑ r, ∑ s, ∑ p, ∑ q, f p q r s := by
    intro f
    have e : ∑ x : n × n, ∑ y : n × n, f x.1 x.2 y.1 y.2
        = ∑ y : n × n, ∑ x : n × n, f x.1 x.2 y.1 y.2 := Finset.sum_comm
    simpa only [Fintype.sum_prod_type] using e
  constructor
  · simp only [Matrix.trace, Matrix.diag_apply, Matrix.mul_apply, coulomb, Matrix.of_apply,
      Finset.mul_sum]
    refine (swap _).trans ?_
    refine Finset.sum_congr rfl fun r _ => Finset.sum_congr rfl fun s _ =>
      Finset.sum_congr rfl fun p _ => Finset.sum_congr rfl fun q _ => ?_
    rw [rev q p r s]
    ring
  · simp only [Matrix.trace, Matrix.diag_apply, Matrix.mul_apply, exchange, Matrix.of_apply,
      Finset.mul_sum]
    refine (swap _).trans ?_
    refine Finset.sum_congr rfl fun r _ => Finset.sum_congr rfl fun s _ =>
      Finset.sum_congr rfl fun p _ => Finset.sum_congr rfl fun q _ => ?_
    rw [rev q r p s]
    ring

/-- For integrals with eightfold symmetry, the energy along `Da + t X` is a polynomial of degree at
most two in `t`, and its linear coefficient is the trace of the alpha Fock matrix with `X`. -/
theorem energy_expansion {g : n → n → n → n → ℝ} (hg : Eightfold g)
    (h Da Db X : Matrix n n ℝ) (t : ℝ) :
    energy h g (Da + t • X) Db = energy h g Da Db + t * trace (fock h g Da Db * X)
      + t ^ 2 / 2 * (trace (X * coulomb g X) - trace (X * exchange g X)) := by
  have hJ := fun T => (reciprocity hg T X).1
  have hK := (reciprocity hg Da X).2
  unfold energy fock
  rw [add_right_comm Da (t • X) Db, (coulomb_exchange_linear g (Da + Db) X t).1,
    (coulomb_exchange_linear g Da X t).2]
  generalize Da + Db = T
  simp only [mul_add, add_mul, sub_mul, Matrix.mul_smul, Matrix.smul_mul, trace_add,
    trace_sub, trace_smul, smul_eq_mul]
  -- the two cross terms of each quadratic form coincide
  linear_combination t / 2 * hJ T + t * trace_mul_comm X (coulomb g T)
    - t / 2 * hK - t * trace_mul_comm X (exchange g Da)

/-- For integrals with eightfold symmetry, the derivative of the unrestricted energy along
`Da + t X` at `t = 0` is the trace of `h + J(Da + Db) - K(Da)` with `X`. -/
theorem hasDerivAt_energy_alpha {g : n → n → n → n → ℝ} (hg : Eightfold g)
    (h Da Db X : Matrix n n ℝ) :
    HasDerivAt (fun t : ℝ => energy h g (Da + t • X) Db)
      (trace ((h + coulomb g (Da + Db) - exchange g Da) * X)) 0 := by
  have quad : ∀ E a b : ℝ, HasDerivAt (fun t : ℝ => E + t * a + t ^ 2 / 2 * b) a 0 := by
    intro E a b
    exact ((((hasDerivAt_id' (0 : ℝ)).mul_const a).const_add E).fun_add
      (((hasDerivAt_pow 2 (0 : ℝ)).div_const 2).mul_const b)).congr_deriv (by simp)
  rw [funext fun t : ℝ => energy_expansion hg h Da Db X t]
  exact quad _ _ _

/-- For integrals with eightfold symmetry, the derivative of the unrestricted energy along
`Db + t X` at `t = 0` is the trace of the beta Fock matrix with `X`. -/
theorem hasDerivAt_energy_beta {g : n → n → n → n → ℝ} (hg : Eightfold g)
    (h Da Db X : Matrix n n ℝ) :
    HasDerivAt (fun t : ℝ => energy h g Da (Db + t • X)) (trace (fock h g Db Da * X)) 0 := by
  -- the energy does not change when the two spins are exchanged
  have sw : ∀ B, energy h g Da B = energy h g B Da := by
    intro B
    unfold energy
    rw [add_comm B Da]
    ring
  rw [funext fun t : ℝ => sw (Db + t • X)]
  exact hasDerivAt_energy_alpha hg h Db Da X

/-- The Fock matrix of one spin is symmetric if the one-electron matrix and the density of that
spin are symmetric and the integrals have eightfold symmetry. -/
theorem fock_isSymm {g : n → n → n → n → ℝ} (hg : Eightfold g) {h D : Matrix n n ℝ}
    (hh : h.IsSymm) (hD : D.IsSymm) (D' : Matrix n n ℝ) : (fock h g D D').IsSymm := by
  refine Matrix.IsSymm.ext fun p q => ?_
  have hJ : coulomb g (D + D') q p = coulomb g (D + D') p q := by
    simp only [coulomb, Matrix.of_apply]
    exact Finset.sum_congr rfl fun r _ => Finset.sum_congr rfl fun s _ => by
      rw [hg.left q p r s]
  have hK : exchange g D q p = exchange g D p q := by
    simp only [exchange, Matrix.of_apply]
    refine Finset.sum_comm.trans ?_
    exact Finset.sum_congr rfl fun s _ => Finset.sum_congr rfl fun r _ => by
      rw [hg.pair q r p s, hD.apply s r]
  simp only [fock, Matrix.add_apply, Matrix.sub_apply]
  rw [hJ, hK, hh.apply p q]

/-- Let `h` and `Da` be symmetric and the integrals have eightfold symmetry. A symmetric matrix
`F` gives the energy derivative along every symmetric variation of `Da` exactly when `F` is the
alpha Fock matrix. -/
theorem fock_unique {g : n → n → n → n → ℝ} (hg : Eightfold g) {h Da F : Matrix n n ℝ}
    (hh : h.IsSymm) (hDa : Da.IsSymm) (hF : F.IsSymm) (Db : Matrix n n ℝ) :
    (∀ X : Matrix n n ℝ, X.IsSymm →
      HasDerivAt (fun t : ℝ => energy h g (Da + t • X) Db) (trace (F * X)) 0) ↔
      F = fock h g Da Db := by
  constructor
  · intro H
    -- vary the density along the difference of the two candidates
    have hX : (F - fock h g Da Db).IsSymm := hF.sub (fock_isSymm hg hh hDa Db)
    have e : trace (F * (F - fock h g Da Db))
        = trace (fock h g Da Db * (F - fock h g Da Db)) :=
      (H _ hX).unique (hasDerivAt_energy_alpha hg h Da Db _)
    have z : trace ((F - fock h g Da Db) * (F - fock h g Da Db)) = 0 := by
      rw [sub_mul, trace_sub, e, sub_self]
    apply sub_eq_zero.mp
    generalize F - fock h g Da Db = X at hX z
    have hz : ∑ i, ∑ j, X i j ^ 2 = 0 := by
      rw [← z]
      simp only [Matrix.trace, Matrix.diag_apply, Matrix.mul_apply]
      exact Finset.sum_congr rfl fun i _ => Finset.sum_congr rfl fun j _ => by
        rw [hX.apply i j, sq]
    ext i j
    have hi := (Finset.sum_eq_zero_iff_of_nonneg
      (fun i _ => Finset.sum_nonneg fun j _ => sq_nonneg (X i j))).1 hz i (Finset.mem_univ i)
    have hij := (Finset.sum_eq_zero_iff_of_nonneg
      (fun j _ => sq_nonneg (X i j))).1 hi j (Finset.mem_univ j)
    simpa using hij
  · rintro rfl X _
    exact hasDerivAt_energy_alpha hg h Da Db X

/-- When the two spin densities are equal, the Pople-Nesbet matrix is the closed-shell Fock
matrix `h + J(T) - K(T)/2` of the total density `T = Da + Db`. -/
theorem fock_closed_shell (h : Matrix n n ℝ) (g : n → n → n → n → ℝ) {Da Db : Matrix n n ℝ}
    (hab : Da = Db) :
    fock h g Da Db = h + coulomb g (Da + Db) - (1 / 2 : ℝ) • exchange g (Da + Db) := by
  subst hab
  have e := (coulomb_exchange_linear g Da Da 1).2
  simp only [one_smul] at e
  rw [fock, e]
  module

/-- The two-orbital array `(pq|rs) = S p q * S r s`, with `S` the symmetric matrix of rows
`(2, 1)` and `(1, 3)`, has the eightfold symmetry. -/
theorem eightfold_witness :
    Eightfold (fun p q r s : Fin 2 =>
      (!![2, 1; 1, 3] : Matrix (Fin 2) (Fin 2) ℝ) p q *
        (!![2, 1; 1, 3] : Matrix (Fin 2) (Fin 2) ℝ) r s) := by
  constructor
  · intro p q r s
    fin_cases p <;> fin_cases q <;> simp
  · intro p q r s
    exact mul_comm _ _

end

end PopleNesbet
```

```lean
#print axioms PopleNesbet.hasDerivAt_energy_beta
#print axioms PopleNesbet.fock_unique
#print axioms PopleNesbet.fock_closed_shell
```

```
'PopleNesbet.hasDerivAt_energy_beta' depends on axioms: [propext, Classical.choice, Quot.sound]
'PopleNesbet.fock_unique' depends on axioms: [propext, Classical.choice, Quot.sound]
'PopleNesbet.fock_closed_shell' depends on axioms: [propext, Classical.choice, Quot.sound]
```

## From index reversal to uniqueness

`coulomb_exchange_linear` compares entries and combines the sums. In `reciprocity`, `rev` is the index reversal and `swap` exchanges the summation over $(p,q)$ with that over $(r,s)$.

`energy_expansion` is the quadratic formula for $E(t)$. After the products are expanded, `linear_combination` merges the cross terms, using reciprocity and the cyclic property of the trace. The alpha theorem differentiates this polynomial, and the beta theorem first exchanges the spins through `sw`.

`fock_isSymm` carries out the symmetry argument; besides $h$, only the density of the same spin has to be symmetric. `fock_unique` then varies along the difference of the two candidates, equates the two derivatives, and concludes from a vanishing sum of squares that every entry is zero. For the closed shell, linearity with `t = 1` gives $K(D_a+D_a)=K(D_a)+K(D_a)$.

For unrestricted Hartree–Fock codes in a finite real basis, the quadratic formula gives a check of the Fock matrix against the energy: the central difference $[E(t)-E(-t)]/(2t)$ equals $\mathrm{tr}(F_aX)$ for every nonzero $t$, up to rounding. Take $X$ symmetric if the code assumes symmetric densities. In the two-orbital example, $t=1$ gives $[-12-(-20)]/2=4$.
